# Three identical oscillators with equal pair couplings have a positive definite stiffness matrix exactly when the coupling, in units of each oscillator's own stiffness, lies between −1/2 and 1

`posDef_iff` concerns three identical oscillators in which every pair has the same real, dimensionless coupling `t`. Their stiffness matrix, with diagonal entries 1 and off-diagonal entries `t`, is positive definite if and only if −1/2 < `t` < 1. The proof writes the quadratic form as (1 − t)(x₀² + x₁² + x₂²) + t(x₀ + x₁ + x₂)². For the forward direction it tests the unnormalised displacements (1, −1, 0) and (1, 1, 1), where the form equals 2(1 − t) and 3(1 + 2t), or 1 − t and 1 + 2t after normalisation. For the converse it shows the form is positive at every nonzero displacement, treating the two signs of `t` separately.

Lean 4 with Mathlib refuses this proof:

```lean
import Mathlib

open Filter Topology Finset

namespace PosDefIff

noncomputable section

/-- Coupling matrix of three identical oscillators on an equilateral triangle, with the same
dimensionless coupling `t` between every pair. -/
def trimer (t : ℝ) : Matrix (Fin 3) (Fin 3) ℝ := !![0, t, t; t, 0, t; t, t, 0]

/-- The stiffness matrix of the trimer has diagonal `1` and off-diagonal entries `t`. -/
theorem one_add_trimer (t : ℝ) : 1 + trimer t = !![1, t, t; t, 1, t; t, t, 1] := by
  ext i j
  fin_cases i <;> fin_cases j <;> simp [trimer]

/-- The trimer is stable, with positive definite stiffness matrix, exactly for
`-1/2 < t < 1`. -/
theorem posDef_iff (t : ℝ) : (1 + trimer t).PosDef ↔ -1 / 2 < t ∧ t < 1 := by
  have hA : 1 + trimer t = !![1, t, t; t, 1, t; t, t, 1] := by
    ext i j
    fin_cases i <;> fin_cases j <;> simp [trimer]
  have q : ∀ x : Fin 3 → ℝ, star x ⬝ᵥ (Matrix.mulVec (1 + trimer t) x) =
      (1 - t) * (x 0 ^ 2 + x 1 ^ 2 + x 2 ^ 2) + t * (x 0 + x 1 + x 2) ^ 2 := by
    intro x
    rw [hA]
    simp [Matrix.mulVec, dotProduct, Fin.sum_univ_three]
    ring
  constructor
  · intro h
    -- test the form on an antisymmetric and on the symmetric displacement
    have h1 := h.dotProduct_mulVec_pos (x := ![1, -1, 0])
      (fun e => by simpa using congrFun e 0)
    have h2 := h.dotProduct_mulVec_pos (x := ![1, 1, 1])
      (fun e => by simpa using congrFun e 0)
    rw [q] at h1 h2
    norm_num at h1 h2
    constructor <;> linarith
  · rintro ⟨hl, hu⟩
    refine Matrix.posDef_iff_dotProduct_mulVec.2 ⟨?_, ?_⟩
    · rw [hA]
      show Matrix.conjTranspose _ = _
      ext i j
      fin_cases i <;> fin_cases j <;> simp [Matrix.conjTranspose_apply]
    · intro x hx
      rw [q]
      have hpos : 0 < x 0 ^ 2 + x 1 ^ 2 + x 2 ^ 2 := by
        by_contra hn
        have a0 := sq_nonneg (x 0)
        have a1 := sq_nonneg (x 1)
        have a2 := sq_nonneg (x 2)
        have h0 : x 0 = 0 := (pow_eq_zero_iff two_ne_zero).mp (by linarith)
        have h1 : x 1 = 0 := (pow_eq_zero_iff two_ne_zero).mp (by linarith)
        have h2 : x 2 = 0 := (pow_eq_zero_iff two_ne_zero).mp (by linarith)
        apply hx
        funext i
        fin_cases i
        exacts [h0, h1, h2]
      rcases le_total 0 t with ht | ht
      · have := mul_pos (sub_pos.2 hu) hpos
        have := mul_nonneg ht (sq_nonneg (x 0 + x 1 + x 2))
        linarith
      · have h1 := mul_pos (show 0 < 1 + 2 * t by linarith) hpos
        have h2 := mul_nonneg (neg_nonneg.2 ht) (show 0 ≤ (x 0 - x 1) ^ 2 +
          (x 1 - x 2) ^ 2 + (x 0 - x 2) ^ 2 by positivity)
        linarith

end

end PosDefIff
```

The compiler's answer:

```
Main.lean:39:20: error: linarith failed to find a contradiction
case mp.left
t : ℝ
hA : 1 + trimer t = !![1, t, t; t, 1, t; t, t, 1]
q :
  ∀ (x : Fin 3 → ℝ),
    star x ⬝ᵥ (1 + trimer t).mulVec x = (1 - t) * (x 0 ^ 2 + x 1 ^ 2 + x 2 ^ 2) + t * (x 0 + x 1 + x 2) ^ 2
h : (1 + trimer t).PosDef
h1 : 0 < (1 - t) * (2 + ![1, -1, 0] 2 ^ 2) + t * ![1, -1, 0] 2 ^ 2
h2 : 0 < (1 - t) * (2 + ![1, 1, 1] 2 ^ 2) + t * (2 + ![1, 1, 1] 2) ^ 2
a✝ : t ≤ -1 / 2
⊢ False
failed
Main.lean:39:20: error: linarith failed to find a contradiction
case mp.right
t : ℝ
hA : 1 + trimer t = !![1, t, t; t, 1, t; t, t, 1]
q :
  ∀ (x : Fin 3 → ℝ),
    star x ⬝ᵥ (1 + trimer t).mulVec x = (1 - t) * (x 0 ^ 2 + x 1 ^ 2 + x 2 ^ 2) + t * (x 0 + x 1 + x 2) ^ 2
h : (1 + trimer t).PosDef
h1 : 0 < (1 - t) * (2 + ![1, -1, 0] 2 ^ 2) + t * ![1, -1, 0] 2 ^ 2
h2 : 0 < (1 - t) * (2 + ![1, 1, 1] 2 ^ 2) + t * (2 + ![1, 1, 1] 2) ^ 2
a✝ : 1 ≤ t
⊢ False
failed
```

Fix (accepted with no message):

```diff
@@ -19,11 +19,8 @@
 `-1/2 < t < 1`. -/
 theorem posDef_iff (t : ℝ) : (1 + trimer t).PosDef ↔ -1 / 2 < t ∧ t < 1 := by
-  have hA : 1 + trimer t = !![1, t, t; t, 1, t; t, t, 1] := by
-    ext i j
-    fin_cases i <;> fin_cases j <;> simp [trimer]
   have q : ∀ x : Fin 3 → ℝ, star x ⬝ᵥ (Matrix.mulVec (1 + trimer t) x) =
       (1 - t) * (x 0 ^ 2 + x 1 ^ 2 + x 2 ^ 2) + t * (x 0 + x 1 + x 2) ^ 2 := by
     intro x
-    rw [hA]
+    rw [one_add_trimer]
     simp [Matrix.mulVec, dotProduct, Fin.sum_univ_three]
     ring
@@ -36,9 +33,10 @@
       (fun e => by simpa using congrFun e 0)
     rw [q] at h1 h2
-    norm_num at h1 h2
+    have e1 : 0 < (1 - t) * (1 ^ 2 + (-1) ^ 2 + 0 ^ 2) + t * (1 + -1 + 0) ^ 2 := h1
+    have e2 : 0 < (1 - t) * (1 ^ 2 + 1 ^ 2 + 1 ^ 2) + t * (1 + 1 + 1) ^ 2 := h2
     constructor <;> linarith
   · rintro ⟨hl, hu⟩
     refine Matrix.posDef_iff_dotProduct_mulVec.2 ⟨?_, ?_⟩
-    · rw [hA]
+    · rw [one_add_trimer]
       show Matrix.conjTranspose _ = _
       ext i j
```

Diagnosis. Both errors say that `linarith` could not derive a bound on `t`: first −1/2 < `t`, then `t` < 1. The hypotheses printed show why. `norm_num` evaluated the first two entries of each test vector but left the third as `![1, -1, 0] 2` and `![1, 1, 1] 2`. `linarith` does not use the values 0 and 1 of these entries, so to it they are unknown numbers. Their squares, and in `h2` also a product with `t`, remain in the inequalities, and the bounds no longer follow by linear arithmetic.

The repair drops that `norm_num` call and restates the inequalities as `e1` and `e2`, with every entry written as a numeral. Lean accepts `h1` and `h2` as their proofs because the vector entries reduce to those numerals by definition. The inequalities then simplify to 0 < 2 − 2t and 0 < 3 + 6t, from which `linarith` gets both bounds.

Replacing the local `hA` by the identical lemma `one_add_trimer` is mere tidying.
